# The Jacobi–Anger expansion for real argument and the satellites of a sinusoidally displaced chain

Take one atom with rest position $X$, displaced by a frozen sinusoidal wave of amplitude $u$, wavevector $q$ and phase $\varphi$. Its contribution to the structure factor at wavevector $k$ is $e^{ikX}e^{iku\sin(qX+\varphi)}$. To first order in $ku$ this is

$$e^{ikX}+\frac{ku}{2}\,e^{i\varphi}e^{i(k+q)X}-\frac{ku}{2}\,e^{-i\varphi}e^{i(k-q)X}.$$

The displacement has mixed in the phases that an undisplaced atom would have at $k+q$ and $k-q$. Higher orders in $ku$ bring in $k\pm 2q$, $k\pm 3q$ and so on. The expansion below gives all the amplitudes at once, for any real $ku$.

## Satellite amplitudes at every order

For real $z$ and integer $n$, define

$$J_n(z)=\frac{1}{2\pi}\int_0^{2\pi}e^{i(z\sin s-ns)}\,ds .$$

Then for every real $\theta$,

$$\sum_{n\in\mathbb Z}J_n(z)\,e^{in\theta}=e^{iz\sin\theta},$$

with absolute convergence. Moreover, $\sum_n|J_n(z)|^2=1$.

For $N$ atoms at $x_j=ja+u\sin(qja+\varphi)$, with $j=0,\dots,N-1$, it follows that

$$\sum_{j=0}^{N-1}e^{ikx_j}=\sum_{n\in\mathbb Z}J_n(ku)\,e^{in\varphi}\,S(k+nq),\qquad S(K)=\sum_{j=0}^{N-1}e^{iKja}.$$

Here $S$ is the structure factor of the undisplaced chain.

## Structure factors from displaced coordinates

In a plane-wave electronic-structure code, structure factors carry the atomic positions into the Fourier components of the ionic potential; for a chain of identical atoms frozen in a single sinusoidal displacement, the identity sorts each structure factor by satellite order. A code that sums $e^{ikx_j}$ over displaced coordinates evaluates the left-hand side and needs no expansion. The right-hand side is useful when contributions are wanted order by order, or as an independent check on the direct sum.

The sign convention here is $e^{+ikx}$. For a code that uses $e^{-iGx}$, set $k=-G$, which is allowed because $k$ is any real number.

## Two uses of a recurrence give absolute convergence

Write $K_n(s)=e^{i(z\sin s-ns)}$. Since $|K_n(s)|=1$, we have $|J_n(z)|\le 1$.

Differentiation gives $K_n'=i(z\cos s-n)K_n$. With $\cos s=(e^{is}+e^{-is})/2$, $e^{is}K_n=K_{n-1}$ and $e^{-is}K_n=K_{n+1}$, this becomes

$$K_n'=i\left[\frac z2\,(K_{n-1}+K_{n+1})-nK_n\right].$$

Integrate from $0$ to $2\pi$. The left side gives $K_n(2\pi)-K_n(0)=1-1=0$, so

$$nJ_n=\frac z2\,(J_{n-1}+J_{n+1}).$$

With $|J_{n\pm1}|\le1$ this yields $|nJ_n|\le|z|$. This upper bound falls off only as $1/|n|$, which is not enough to prove that the sum converges. Multiply the recurrence by $n$ and split $n=(n\mp1)\pm1$:

$$n^2J_n=\frac z2\Big([(n-1)J_{n-1}+J_{n-1}]+[(n+1)J_{n+1}-J_{n+1}]\Big).$$

Each bracket has modulus at most $|z|+1$, hence

$$n^2|J_n|\le|z|(|z|+1).$$

So $\sum_n|J_n|$ is finite, by comparison with $\sum_{n\ne0}1/n^2$ and the bound $|J_0|\le1$.

Now let $f(\theta)=e^{iz\sin\theta}$, which is continuous and $2\pi$-periodic. Its $n$-th Fourier coefficient is $J_n(z)$. Because the coefficients are absolutely summable, the series $g(\theta)=\sum_nJ_n(z)e^{in\theta}$ converges uniformly, so $g$ is continuous and, by termwise integration, has the same Fourier coefficients as $f$. A continuous periodic function whose Fourier coefficients all vanish is zero; applied to $f-g$, this gives $f=g$ at every $\theta$.

Parseval's identity gives the sum rule:

$$\sum_n|J_n(z)|^2=\frac1{2\pi}\int_0^{2\pi}|f(\theta)|^2\,d\theta=1.$$

For the chain, set $z=ku$ and $\theta=qja+\varphi$:

$$e^{ikx_j}=e^{ikja}\sum_nJ_n(ku)e^{in(qja+\varphi)}=\sum_nJ_n(ku)e^{in\varphi}e^{i(k+nq)ja}.$$

Summing over the finitely many $j$ may be exchanged with the convergent series over $n$, and the satellite formula follows.

## The expansion and the chain formula in Lean

```lean
import Mathlib

open scoped Real

namespace PhononSatellites

noncomputable section

/-- The phase factor `e^{ix}` of a real phase `x`. -/
local notation "cis(" x ")" => Complex.exp (((x : ℝ) : ℂ) * Complex.I)

local instance factTwoPiPos : Fact (0 < 2 * π) := ⟨Real.two_pi_pos⟩

/-- The integrand `exp(i(z sin s - n s))` of the satellite amplitude. -/
def kernel (n : ℤ) (z s : ℝ) : ℂ := cis(z * Real.sin s - n * s)

/-- The satellite amplitude `J_n(z)`: the integral of `exp(i(z sin s - n s))` over one period,
divided by `2π`. -/
def besselJ (n : ℤ) (z : ℝ) : ℂ :=
  ((1 / (2 * π) : ℝ) : ℂ) * ∫ s in (0 : ℝ)..(2 * π), kernel n z s

/-- The phase factor `exp(i z sin θ)`, as a continuous function on the circle of length `2π`. -/
def phaseField (z : ℝ) : C(AddCircle (2 * π), ℂ) where
  toFun x := cis(z * (fourier 1 x).im)
  continuous_toFun := Complex.continuous_exp.comp ((Complex.continuous_ofReal.comp
    (continuous_const.mul (Complex.continuous_im.comp (fourier 1).continuous))).mul
      continuous_const)

/-- The structure factor `∑ exp(i k x_j)` of `N` atoms at the positions
`x_j = j a + u sin(q j a + φ)`. -/
def chainStructureFactor (N : ℕ) (a u q φ k : ℝ) : ℂ :=
  ∑ j ∈ Finset.range N, cis(k * (j * a + u * Real.sin (q * (j * a) + φ)))

/-- The `n`-th harmonic on the circle of length `2π` is `exp(i n θ)`. -/
theorem fourier_coe (n : ℤ) (θ : ℝ) :
    fourier n (θ : AddCircle (2 * π)) = cis(n * θ) := by
  have hπ : (π : ℂ) ≠ 0 := Complex.ofReal_ne_zero.mpr Real.pi_ne_zero
  rw [fourier_coe_apply]
  congr 1
  push_cast
  rw [div_eq_iff (mul_ne_zero two_ne_zero hπ)]
  ring

/-- At the angle `θ` the function `phaseField z` equals `exp(i z sin θ)`. -/
theorem phaseField_coe (z θ : ℝ) :
    phaseField z (θ : AddCircle (2 * π)) = cis(z * Real.sin θ) := by
  change cis(z * (fourier 1 (θ : AddCircle (2 * π))).im) = _
  rw [fourier_coe, Complex.exp_ofReal_mul_I_im, Int.cast_one, one_mul]

/-- The satellite amplitudes `J_n(z)` are the Fourier coefficients of `phaseField z`. -/
theorem fourierCoeff_phaseField (z : ℝ) (n : ℤ) :
    fourierCoeff (phaseField z) n = besselJ n z := by
  rw [fourierCoeff_eq_intervalIntegral _ n 0, besselJ, Complex.real_smul, zero_add]
  congr 1
  apply intervalIntegral.integral_congr
  intro s _
  simp only [smul_eq_mul, fourier_coe, phaseField_coe, kernel, ← Complex.exp_add]
  congr 1
  push_cast
  ring

/-- The derivative of the integrand of order `n` combines the integrands of orders
`n - 1`, `n` and `n + 1`. -/
theorem hasDerivAt_kernel (n : ℤ) (z s : ℝ) :
    HasDerivAt (kernel n z) (Complex.I *
      ((z : ℂ) / 2 * (kernel (n - 1) z s + kernel (n + 1) z s) - n * kernel n z s)) s := by
  have h : HasDerivAt (fun s : ℝ => z * Real.sin s - n * s) (z * Real.cos s - n) s :=
    (((Real.hasDerivAt_sin s).const_mul z).fun_sub
      ((hasDerivAt_id' s).const_mul (n : ℝ))).congr_deriv (by ring)
  have hm : kernel (n - 1) z s = kernel n z s * Complex.exp (s * Complex.I) := by
    rw [kernel, kernel, ← Complex.exp_add]
    congr 1
    push_cast
    ring
  have hp : kernel (n + 1) z s = kernel n z s * Complex.exp (-s * Complex.I) := by
    rw [kernel, kernel, ← Complex.exp_add]
    congr 1
    push_cast
    ring
  refine ((h.ofReal_comp.mul_const Complex.I).cexp).congr_deriv ?_
  change kernel n z s * (((z * Real.cos s - n : ℝ) : ℂ) * Complex.I) = _
  rw [hm, hp]
  push_cast
  rw [Complex.cos]
  ring

/-- Neighbouring satellite amplitudes obey `n J_n = (z/2) (J_{n-1} + J_{n+1})`. -/
theorem besselJ_recurrence (n : ℤ) (z : ℝ) :
    (n : ℂ) * besselJ n z = (z : ℂ) / 2 * (besselJ (n - 1) z + besselJ (n + 1) z) := by
  have c : ∀ m : ℤ, Continuous (kernel m z) := fun m =>
    continuous_iff_continuousAt.mpr fun s => (hasDerivAt_kernel m z s).continuousAt
  have i : ∀ m : ℤ, IntervalIntegrable (fun s => kernel m z s) MeasureTheory.volume 0 (2 * π) :=
    fun m => (c m).intervalIntegrable _ _
  have h0 : kernel n z 0 = 1 := by simp [kernel]
  have h2 : kernel n z (2 * π) = 1 := by
    rw [kernel, Complex.exp_eq_one_iff]
    exact ⟨-n, by rw [Real.sin_two_pi]; push_cast; ring⟩
  -- the integral of the derivative over a full period vanishes
  have h := intervalIntegral.integral_eq_sub_of_hasDerivAt (a := 0) (b := 2 * π)
    (fun s _ => hasDerivAt_kernel n z s)
    ((continuous_const.mul ((continuous_const.mul ((c (n - 1)).add (c (n + 1)))).sub
      (continuous_const.mul (c n)))).intervalIntegrable _ _)
  rw [h0, h2, sub_self, intervalIntegral.integral_const_mul,
    intervalIntegral.integral_sub (((i (n - 1)).add (i (n + 1))).const_mul _)
      ((i n).const_mul _),
    intervalIntegral.integral_const_mul, intervalIntegral.integral_const_mul,
    intervalIntegral.integral_add (i (n - 1)) (i (n + 1))] at h
  have h' := (mul_eq_zero.mp h).resolve_left Complex.I_ne_zero
  simp only [besselJ]
  linear_combination (-((1 / (2 * π) : ℝ) : ℂ)) * h'

/-- No satellite amplitude exceeds one in modulus. -/
theorem norm_besselJ_le_one (n : ℤ) (z : ℝ) : ‖besselJ n z‖ ≤ 1 := by
  have h : ‖∫ s in (0 : ℝ)..(2 * π), kernel n z s‖ ≤ 1 * |2 * π - 0| :=
    intervalIntegral.norm_integral_le_of_norm_le_const fun s _ =>
      (Complex.norm_exp_ofReal_mul_I _).le
  rw [one_mul, sub_zero, abs_of_pos Real.two_pi_pos] at h
  rw [besselJ, norm_mul, Complex.norm_real, Real.norm_of_nonneg (by positivity)]
  calc 1 / (2 * π) * ‖∫ s in (0 : ℝ)..(2 * π), kernel n z s‖
      ≤ 1 / (2 * π) * (2 * π) := by gcongr
    _ = 1 := one_div_mul_cancel Real.two_pi_pos.ne'

/-- The moduli of the satellite amplitudes have a finite sum over all orders. -/
theorem summable_norm_besselJ (z : ℝ) : Summable fun n : ℤ => ‖besselJ n z‖ := by
  have hz : ‖(z : ℂ) / 2‖ = |z| / 2 := by simp
  -- one use of the recurrence gives an upper bound of order 1/|n|
  have h1 : ∀ m : ℤ, ‖(m : ℂ) * besselJ m z‖ ≤ |z| := fun m => by
    have hb := (norm_add_le (besselJ (m - 1) z) (besselJ (m + 1) z)).trans
      (add_le_add (norm_besselJ_le_one _ z) (norm_besselJ_le_one _ z))
    rw [besselJ_recurrence, norm_mul, hz]
    nlinarith [abs_nonneg z]
  -- a second use gives an upper bound of order 1/n²
  have h2 : ∀ n : ℤ, (n : ℝ) ^ 2 * ‖besselJ n z‖ ≤ |z| * (|z| + 1) := fun n => by
    have e : (n : ℂ) ^ 2 * besselJ n z = (z : ℂ) / 2 *
        ((((n - 1 : ℤ) : ℂ) * besselJ (n - 1) z + besselJ (n - 1) z) +
          (((n + 1 : ℤ) : ℂ) * besselJ (n + 1) z - besselJ (n + 1) z)) := by
      push_cast
      linear_combination (n : ℂ) * besselJ_recurrence n z
    have hb := (norm_add_le (((n - 1 : ℤ) : ℂ) * besselJ (n - 1) z + besselJ (n - 1) z)
      (((n + 1 : ℤ) : ℂ) * besselJ (n + 1) z - besselJ (n + 1) z)).trans (add_le_add
        ((norm_add_le _ _).trans (add_le_add (h1 _) (norm_besselJ_le_one _ z)))
        ((norm_sub_le _ _).trans (add_le_add (h1 _) (norm_besselJ_le_one _ z))))
    have e' := congrArg norm e
    rw [norm_mul, norm_pow, Complex.norm_intCast, sq_abs, norm_mul, hz] at e'
    rw [e']
    nlinarith [abs_nonneg z]
  have hS : Summable fun n : ℤ =>
      |z| * (|z| + 1) * (1 / (n : ℝ) ^ 2) + if n = 0 then (1 : ℝ) else 0 :=
    ((Real.summable_one_div_int_pow.mpr one_lt_two).mul_left _).add
      (hasSum_ite_eq (0 : ℤ) (1 : ℝ)).summable
  refine Summable.of_nonneg_of_le (fun _ => norm_nonneg _) (fun n => ?_) hS
  by_cases hn : n = 0
  · subst hn
    simpa using norm_besselJ_le_one 0 z
  · have hn' : (n : ℝ) ≠ 0 := Int.cast_ne_zero.mpr hn
    rw [if_neg hn, add_zero, mul_one_div, le_div_iff₀ (by positivity)]
    linarith [h2 n]

/-- Jacobi-Anger expansion: the series of `J_n(z) exp(i n θ)` over all integers `n` converges
absolutely, and its sum is `exp(i z sin θ)`. -/
theorem jacobi_anger (z θ : ℝ) :
    Summable (fun n : ℤ => ‖besselJ n z * cis(n * θ)‖) ∧
      HasSum (fun n : ℤ => besselJ n z * cis(n * θ)) (cis(z * Real.sin θ)) := by
  constructor
  · simpa only [norm_mul, Complex.norm_exp_ofReal_mul_I, mul_one] using summable_norm_besselJ z
  · have hs : Summable (fourierCoeff (phaseField z)) := by
      rw [funext (fourierCoeff_phaseField z)]
      exact (summable_norm_besselJ z).of_norm
    have h := has_pointwise_sum_fourier_series_of_summable hs (θ : AddCircle (2 * π))
    simpa only [fourierCoeff_phaseField, fourier_coe, phaseField_coe, smul_eq_mul] using h

/-- At fixed `z`, the squared moduli of the amplitudes `J_n(z)` over all integers `n` add up to one.
-/
theorem intensity_sum_rule (z : ℝ) : HasSum (fun n : ℤ => ‖besselJ n z‖ ^ 2) 1 := by
  have hs : Summable fun n : ℤ => ‖besselJ n z‖ ^ 2 :=
    Summable.of_nonneg_of_le (fun _ => sq_nonneg _)
      (fun n => by nlinarith [norm_nonneg (besselJ n z), norm_besselJ_le_one n z])
      (summable_norm_besselJ z)
  -- Parseval's identity for a field of modulus one
  have h := tsum_sq_fourierCoeff
    (ContinuousMap.toLp (E := ℂ) 2 AddCircle.haarAddCircle ℂ (phaseField z))
  simp only [fourierCoeff_toLp, fourierCoeff_phaseField] at h
  have hI : ∫ t, ‖ContinuousMap.toLp (E := ℂ) 2 AddCircle.haarAddCircle ℂ (phaseField z) t‖ ^ 2
      ∂(AddCircle.haarAddCircle (T := 2 * π)) = ∫ _t, (1 : ℝ)
      ∂(AddCircle.haarAddCircle (T := 2 * π)) := by
    apply MeasureTheory.integral_congr_ae
    have hae : ContinuousMap.toLp (E := ℂ) 2 AddCircle.haarAddCircle ℂ (phaseField z)
        =ᵐ[AddCircle.haarAddCircle] phaseField z := ContinuousMap.coeFn_toLp _ _
    filter_upwards [hae] with t ht
    rw [ht]
    change ‖cis(z * (fourier 1 t).im)‖ ^ 2 = 1
    rw [Complex.norm_exp_ofReal_mul_I, one_pow]
  rw [hI] at h
  have h1 : ∑' n : ℤ, ‖besselJ n z‖ ^ 2 = 1 := by rw [h]; simp
  exact h1 ▸ hs.hasSum

/-- The structure factor of the modulated chain is the sum over `n` of `J_n(k u) exp(i n φ)` times
the structure factor of the unmodulated chain at the wavevector `k + n q`. -/
theorem chain_satellites (N : ℕ) (a u q φ k : ℝ) :
    HasSum (fun n : ℤ => besselJ n (k * u) * cis(n * φ) *
      ∑ j ∈ Finset.range N, cis((k + n * q) * (j * a)))
      (chainStructureFactor N a u q φ k) := by
  -- expand the phase of each atom separately
  have h : ∀ j ∈ Finset.range N, HasSum
      (fun n : ℤ => besselJ n (k * u) * cis(n * φ) * cis((k + n * q) * (j * a)))
      (cis(k * (j * a + u * Real.sin (q * (j * a) + φ)))) := by
    intro j _
    have h := (jacobi_anger (k * u) (q * (j * a) + φ)).2.mul_left (cis(k * (j * a)))
    have hf : (fun n : ℤ => besselJ n (k * u) * cis(n * φ) * cis((k + n * q) * (j * a))) =
        fun n : ℤ => cis(k * (j * a)) *
          (besselJ n (k * u) * cis(n * (q * (j * a) + φ))) := by
      funext n
      have e : cis(n * φ) * cis((k + n * q) * (j * a)) =
          cis(k * (j * a)) * cis(n * (q * (j * a) + φ)) := by
        rw [← Complex.exp_add, ← Complex.exp_add]
        congr 1
        push_cast
        ring
      linear_combination besselJ n (k * u) * e
    have hv : cis(k * (j * a + u * Real.sin (q * (j * a) + φ))) =
        cis(k * (j * a)) * cis(k * u * Real.sin (q * (j * a) + φ)) := by
      rw [← Complex.exp_add]
      congr 1
      push_cast
      ring
    rw [hf, hv]
    exact h
  simpa only [chainStructureFactor, Finset.mul_sum] using hasSum_sum h

end

end PhononSatellites
```

```lean
#print axioms PhononSatellites.jacobi_anger
#print axioms PhononSatellites.intensity_sum_rule
#print axioms PhononSatellites.chain_satellites
```

```
'PhononSatellites.jacobi_anger' depends on axioms: [propext, Classical.choice, Quot.sound]
'PhononSatellites.intensity_sum_rule' depends on axioms: [propext, Classical.choice, Quot.sound]
'PhononSatellites.chain_satellites' depends on axioms: [propext, Classical.choice, Quot.sound]
```

## What the definitions and theorems say

The notation `cis(x)` stands for $e^{ix}$ with real $x$. `kernel n z s` is $K_n(s)$, and `besselJ n z` is $J_n(z)$, defined by its integral and typed as a complex number. `phaseField z` is $f$ as a continuous function on `AddCircle (2 * π)`, the circle of length $2\pi$; the sine enters as the imaginary part of the first harmonic.

`jacobi_anger` has two parts. `Summable` of the norms is absolute convergence. `HasSum` says that the series converges to $e^{iz\sin\theta}$ independently of the order of summation, so a code may truncate symmetrically at $|n|\le M$ and let $M$ grow.

`intensity_sum_rule` states $\sum_n|J_n(z)|^2=1$. `chain_satellites` states the chain formula for every natural number `N` and all real `a`, `u`, `q`, `φ` and `k`. Neither $q$ nor $k$ has to fit a supercell. `chainStructureFactor` is a plain sum, not divided by $N$.

## How the proof follows the derivation

`fourier_coe` and `phaseField_coe` translate functions on the circle into functions of an angle. `fourierCoeff_phaseField` then identifies the Fourier coefficients of $f$ with $J_n(z)$ by matching the integrands.

`hasDerivAt_kernel` is the formula for $K_n'$; its steps `hm` and `hp` are the two index shifts. `besselJ_recurrence` applies the fundamental theorem of calculus, uses `h0` and `h2` for the equal endpoint values, and cancels the factor $i$. `norm_besselJ_le_one` bounds the integral by the length of the period.

In `summable_norm_besselJ`, `h1` is the bound $|mJ_m|\le|z|$ and `h2` is the bound on $n^2|J_n|$, with the split of $n$ recorded in `e`. The comparison series `hS` has an extra term equal to one at $n=0$, because Lean evaluates $1/0^2$ as zero.

`jacobi_anger` passes this summability to Mathlib's theorem on pointwise convergence of Fourier series, which takes the place of the uniqueness argument given above. `intensity_sum_rule` uses Mathlib's form of Parseval's identity, with the integral taken over a circle of total measure one. `chain_satellites` expands each atom's phase with `jacobi_anger` and adds the finitely many series with `hasSum_sum`.

## Limits for a simulation code

The expansion is proved here for real $z$ only, although it also holds for complex $z$. The integral that defines $J_n$ is Bessel's integral for the Bessel function of the first kind of integer order, which is the function that a library routine for $J_n$ computes. The theorems do not connect `besselJ` with the power series or the differential equation of that function, so agreement with such a routine rests on a classical equivalence that is not proved here.

The chain is one-dimensional, its atoms are identical with unit scattering weight, and the displacement is a single static sinusoid along the chain. There is no thermal average, and therefore no Debye–Waller factor, and no superposition of several phonons.

The sum rule concerns the coefficients $J_n(z)$ at fixed $z$. It does not say that the measured intensities of a finite chain add up to a fixed total: the terms $S(k+nq)$ can overlap and interfere, and $z=ku$ changes with $k$.

All statements are about exact real and complex numbers. The theorems give no error estimate for a truncated series and say nothing about rounding, so a code has to choose its cutoff in $n$ and its tolerance separately.
